# The Gaussian force covariance is positive semidefinite

## One force on a line

Take a particle on a line whose potential energy $E$ is uncertain. Treat $E$ as a random function of mean zero, in which the energies at $x$ and $y$ have covariance $e^{-\gamma(x-y)^2/2}$ with $\gamma>0$. The energy difference across a small interval around $x$ then has variance

$$\operatorname{Var}\,[E(x+t)-E(x-t)] = 2-2e^{-2\gamma t^2}\ge 0 .$$

Dividing by $(2t)^2$ and letting $t\to0$ gives $\gamma$, the variance of the force at $x$. The force variance is thus nonnegative because it is a limit of variances of energy differences, each divided by the positive number $(2t)^2$. The same argument works for any finite set of forces in any dimension.

## Forces at many configurations

Gaussian-process models of potential energy surfaces are often fitted to forces, and the fit needs a covariance matrix between force components. Any linear combination of forces must have nonnegative variance, so this matrix must be positive semidefinite. The result below proves this for a Gaussian kernel in Cartesian coordinates.

For configurations $x,y\in\mathbb R^d$ put $k(x,y)=e^{-\gamma\|x-y\|^2/2}$, where $\gamma$ is the inverse squared length scale. A force is minus a gradient, and the two minus signs cancel in a covariance. The covariance of the force along $a$ at $x$ with the force along $b$ at $y$ is therefore the mixed derivative of $k$. With $r=x-y$, differentiating along $b$ in $y$ gives $\gamma\langle b,r\rangle k$, and then along $a$ in $x$ gives

$$\big(\gamma\langle a,b\rangle-\gamma^2\langle a,r\rangle\langle b,r\rangle\big)\,k(x,y).$$

## The inequality and its Lean form

For $\gamma\ge0$, points $x_i$ and vectors $c_i$ over a finite index set, with $r_{ij}=x_i-x_j$,

$$S=\sum_{i,j}\big(\gamma\langle c_i,c_j\rangle-\gamma^2\langle c_i,r_{ij}\rangle\langle c_j,r_{ij}\rangle\big)e^{-\gamma\|r_{ij}\|^2/2}\ \ge 0 .$$

This is `forceCov_nonneg`; `unit_length_force_sum_nonneg` is the case $\gamma=1$.

- `EuclideanSpace ℝ (Fin d)` is the configuration space. For $N$ atoms in three dimensions, $d=3N$.
- `ι` is the finite index set. It may be empty, and points may coincide.
- `c i` holds both the direction and the weight of the force at `x i`.
- `energyCov` is $k$, with the energy variance at each point set to one. `forceCov` is the explicit formula above, and `forceCov_eq_mixed_derivative` proves that it is the mixed derivative of `energyCov`.

The Lean file contains no random function. That the forces of a random energy surface have the differentiated kernel as their covariance is the step from the model to the statistics, and it is taken from probability theory. The inequality is not strict, so it does not make the matrix invertible: a repeated configuration already makes it singular when $d\ge1$.

The Gaussian factor matters. For $\gamma=1$, points $0$ and $2$ on a line and both vectors equal to $1$, the sum is $2-6e^{-2}\approx1.19$. Without the exponential it is $2-6=-4$, and `prefactor_sum_neg` records that this is negative.

## Energy variances from polynomials

Let $w_i$ be real weights, $\tau\ge0$, and

$$P_n(w)=\sum_{i,j}w_iw_j(1+\tau\langle x_i,x_j\rangle)^n .$$

Then $P_0(w)=(\sum_i w_i)^2\ge0$. Writing one factor as $1+\tau\sum_k x_{ik}x_{jk}$, with $x_{ik}$ the $k$-th coordinate of $x_i$, gives

$$P_{n+1}(w)=P_n(w)+\tau\sum_k P_n(w^{(k)}),\qquad w^{(k)}_i=w_ix_{ik},$$

so every $P_n$ is nonnegative by induction. Setting $\tau=\gamma/n$ and letting $n\to\infty$ yields

$$\sum_{i,j}v_iv_je^{\gamma\langle x_i,x_j\rangle}\ge0$$

for all real $v_i$. Since $\|x-y\|^2=\|x\|^2+\|y\|^2-2\langle x,y\rangle$, the choice $v_i=w_ie^{-\gamma\|x_i\|^2/2}$ turns this into $\sum_{i,j}w_iw_jk(x_i,x_j)\ge0$.

## Force variances from energy differences

Apply the last inequality to the points $x_i+tc_i$ with weight $+1$ and $x_i-tc_i$ with weight $-1$. The resulting sum is

$$\begin{aligned}F(t)=\sum_{i,j}\big[&k(x_i+tc_i,x_j+tc_j)+k(x_i-tc_i,x_j-tc_j)\\&-k(x_i+tc_i,x_j-tc_j)-k(x_i-tc_i,x_j+tc_j)\big]\ge0,\end{aligned}$$

and $F(0)=0$. When $x$ and $y$ move along $a$ and $b$, the squared distance is $\|r\|^2+2t\langle a-b,r\rangle+t^2\|a-b\|^2$, so the second derivative of $k$ at $t=0$ is

$$\big(\gamma^2\langle a-b,r\rangle^2-\gamma\|a-b\|^2\big)k(x,y).$$

With $a=c_i$, $b=c_j$ and $r=r_{ij}$, the second derivatives of the four terms of $F$ at $t=0$ combine to

$$2\big[\gamma^2(\langle a-b,r\rangle^2-\langle a+b,r\rangle^2)-\gamma(\|a-b\|^2-\|a+b\|^2)\big]k
=8\big(\gamma\langle a,b\rangle-\gamma^2\langle a,r\rangle\langle b,r\rangle\big)k .$$

Hence $F''(0)=8S$. As $F$ has a minimum at $0$, $F'(0)=0$. If $F''(0)$ were negative, $F'$ would be negative on some interval $(0,u)$, and the mean value theorem would give $F(u)<0$, a contradiction. So $S\ge0$.

## The complete Lean file

```lean
import Mathlib

open Filter Topology Set

namespace GaussianForceCovariance

noncomputable section

/-- Gaussian covariance of the energies at two configurations, with inverse squared
length scale `γ`. -/
def energyCov {d : ℕ} (γ : ℝ) (x y : EuclideanSpace ℝ (Fin d)) : ℝ :=
  Real.exp (-(γ * ‖x - y‖ ^ 2) / 2)

/-- Covariance of the force component along `a` at `x` with the force component along `b`
at `y`. -/
def forceCov {d : ℕ} (γ : ℝ) (x y a b : EuclideanSpace ℝ (Fin d)) : ℝ :=
  (γ * inner ℝ a b - γ ^ 2 * (inner ℝ a (x - y) * inner ℝ b (x - y))) * energyCov γ x y

variable {d : ℕ} {ι : Type*} [Fintype ι]

/-- For `τ ≥ 0` the polynomial kernel `(1 + τ⟨x, y⟩)ⁿ` is positive semidefinite. -/
theorem polynomial_kernel_nonneg {τ : ℝ} (hτ : 0 ≤ τ) (x : ι → EuclideanSpace ℝ (Fin d))
    (n : ℕ) : ∀ w : ι → ℝ,
      0 ≤ ∑ i, ∑ j, w i * w j * (1 + τ * inner ℝ (x i) (x j)) ^ n := by
  induction n with
  | zero =>
    intro w
    simp only [pow_zero, mul_one]
    rw [← Finset.sum_mul_sum]
    exact mul_self_nonneg _
  | succ n ih =>
    intro w
    -- one factor of the inner product is absorbed into the weights, coordinate by coordinate
    have e : ∑ k, ∑ i, ∑ j, (w i * x i k) * (w j * x j k) *
          (1 + τ * inner ℝ (x i) (x j)) ^ n
        = ∑ i, ∑ j, w i * w j * inner ℝ (x i) (x j) *
          (1 + τ * inner ℝ (x i) (x j)) ^ n := by
      refine Finset.sum_comm.trans (Finset.sum_congr rfl fun i _ =>
        Finset.sum_comm.trans (Finset.sum_congr rfl fun j _ => ?_))
      have inn : inner ℝ (x i) (x j) = ∑ k, x i k * x j k := by
        simp [PiLp.inner_apply, mul_comm]
      generalize (1 + τ * inner ℝ (x i) (x j)) ^ n = p
      rw [inn, Finset.mul_sum, Finset.sum_mul]
      exact Finset.sum_congr rfl fun k _ => by ring
    have hk : 0 ≤ ∑ i, ∑ j, w i * w j * inner ℝ (x i) (x j) *
        (1 + τ * inner ℝ (x i) (x j)) ^ n := by
      rw [← e]
      exact Finset.sum_nonneg fun k _ => ih (fun i => w i * x i k)
    have hs : ∑ i, ∑ j, w i * w j * (1 + τ * inner ℝ (x i) (x j)) ^ (n + 1)
        = ∑ i, ∑ j, w i * w j * (1 + τ * inner ℝ (x i) (x j)) ^ n
          + τ * ∑ i, ∑ j, w i * w j * inner ℝ (x i) (x j) *
            (1 + τ * inner ℝ (x i) (x j)) ^ n := by
      rw [Finset.mul_sum, ← Finset.sum_add_distrib]
      refine Finset.sum_congr rfl fun i _ => ?_
      rw [Finset.mul_sum, ← Finset.sum_add_distrib]
      exact Finset.sum_congr rfl fun j _ => by ring
    rw [hs]
    exact add_nonneg (ih w) (mul_nonneg hτ hk)

/-- For `γ ≥ 0` the Gaussian energy covariance is positive semidefinite. -/
theorem energyCov_nonneg {γ : ℝ} (hγ : 0 ≤ γ) (x : ι → EuclideanSpace ℝ (Fin d))
    (w : ι → ℝ) : 0 ≤ ∑ i, ∑ j, w i * w j * energyCov γ (x i) (x j) := by
  -- the exponential kernel is a limit of polynomial kernels
  have hexp : ∀ v : ι → ℝ,
      0 ≤ ∑ i, ∑ j, v i * v j * Real.exp (γ * inner ℝ (x i) (x j)) := by
    intro v
    refine ge_of_tendsto' (tendsto_finsetSum _ fun i _ => tendsto_finsetSum _ fun j _ =>
      (Real.tendsto_one_add_div_pow_exp (γ * inner ℝ (x i) (x j))).const_mul (v i * v j)) ?_
    intro n
    have h := polynomial_kernel_nonneg (div_nonneg hγ (Nat.cast_nonneg n)) x n v
    simpa only [div_mul_eq_mul_div] using h
  have h := hexp fun i => w i * Real.exp (-(γ * ‖x i‖ ^ 2) / 2)
  convert h using 1
  refine Finset.sum_congr rfl fun i _ => Finset.sum_congr rfl fun j _ => ?_
  have e : energyCov γ (x i) (x j) = Real.exp (-(γ * ‖x i‖ ^ 2) / 2) *
      Real.exp (-(γ * ‖x j‖ ^ 2) / 2) * Real.exp (γ * inner ℝ (x i) (x j)) := by
    rw [energyCov, ← Real.exp_add, ← Real.exp_add, norm_sub_sq_real]
    congr 1
    ring
  rw [e]
  ring

/-- When two configurations move along `a` and `b`, their energy covariance has a derivative `D t`
at every `t`, and `D` is differentiable at `t = 0`. The values of the first and second derivatives
at `t = 0` are as stated. -/
theorem energyCov_line (γ : ℝ) (x y a b : EuclideanSpace ℝ (Fin d)) :
    ∃ D : ℝ → ℝ, (∀ t, HasDerivAt (fun t : ℝ => energyCov γ (x + t • a) (y + t • b)) (D t) t) ∧
      D 0 = -(γ * inner ℝ (a - b) (x - y)) * energyCov γ x y ∧
      HasDerivAt D ((γ ^ 2 * inner ℝ (a - b) (x - y) ^ 2 - γ * ‖a - b‖ ^ 2) *
        energyCov γ x y) 0 := by
  set B := γ * inner ℝ (a - b) (x - y) with hB
  set C := γ * ‖a - b‖ ^ 2 with hC
  set A := γ * ‖x - y‖ ^ 2 with hA
  have hk : (fun t : ℝ => energyCov γ (x + t • a) (y + t • b)) =
      fun t => Real.exp (-(A + 2 * B * t + C * (t * t)) / 2) := by
    funext t
    have hr : x + t • a - (y + t • b) = (x - y) + t • (a - b) := by module
    rw [energyCov, hr, norm_add_sq_real, norm_smul, inner_smul_right, mul_pow,
      Real.norm_eq_abs, sq_abs, real_inner_comm, hA, hB, hC]
    congr 1
    ring
  have h1 : ∀ t : ℝ, HasDerivAt (fun t => Real.exp (-(A + 2 * B * t + C * (t * t)) / 2))
      (-(B + C * t) * Real.exp (-(A + 2 * B * t + C * (t * t)) / 2)) t := by
    intro t
    have h := ((((hasDerivAt_id' t).const_mul (2 * B)).const_add A).fun_add
      (((hasDerivAt_id' t).fun_mul (hasDerivAt_id' t)).const_mul C)).fun_neg.div_const 2
    exact h.exp.congr_deriv (by ring)
  have e0 : -(A + 2 * B * 0 + C * (0 * 0)) / 2 = -A / 2 := by ring
  have eK : energyCov γ x y = Real.exp (-A / 2) := rfl
  refine ⟨fun t => -(B + C * t) * Real.exp (-(A + 2 * B * t + C * (t * t)) / 2), ?_, ?_, ?_⟩
  · rw [hk]
    exact h1
  · simp only [e0, eK]
    ring
  · have h2 := (((hasDerivAt_id' (0 : ℝ)).const_mul C).const_add B).fun_neg
    refine (h2.fun_mul (h1 0)).congr_deriv ?_
    simp only [e0, eK]
    rw [hB]
    ring

/-- The force covariance is the mixed derivative of the energy covariance, along `b` in the
second configuration and along `a` in the first. -/
theorem forceCov_eq_mixed_derivative (γ : ℝ) (x y a b : EuclideanSpace ℝ (Fin d)) :
    HasDerivAt (fun s : ℝ => deriv (fun t : ℝ => energyCov γ (x + s • a) (y + t • b)) 0)
      (forceCov γ x y a b) 0 := by
  have inner_step : ∀ s : ℝ, deriv (fun t : ℝ => energyCov γ (x + s • a) (y + t • b)) 0 =
      γ * (inner ℝ b (x - y) + s * inner ℝ b a) * energyCov γ (x + s • a) y := by
    intro s
    obtain ⟨D, h, h0, -⟩ := energyCov_line γ (x + s • a) y 0 b
    have h' := h 0
    simp only [smul_zero, add_zero] at h'
    have hr : x + s • a - y = (x - y) + s • a := by module
    rw [h'.deriv, h0, zero_sub, inner_neg_left, hr, inner_add_right, inner_smul_right]
    ring
  simp only [inner_step]
  obtain ⟨D, h, h0, -⟩ := energyCov_line γ x y a 0
  have h' := h 0
  simp only [smul_zero, add_zero] at h'
  have hl := (((hasDerivAt_id' (0 : ℝ)).mul_const (inner ℝ b a)).const_add
    (inner ℝ b (x - y))).const_mul γ
  refine (hl.fun_mul h').congr_deriv ?_
  rw [h0, sub_zero, zero_smul, add_zero, forceCov, real_inner_comm a b]
  ring

/-- If a differentiable function is nonnegative, vanishes at the origin and has a second derivative
there, then that second derivative is nonnegative. -/
theorem second_derivative_nonneg {F F' : ℝ → ℝ} {D : ℝ} (hF : ∀ t, 0 ≤ F t) (hF0 : F 0 = 0)
    (h1 : ∀ t, HasDerivAt F (F' t) t) (h2 : HasDerivAt F' D 0) : 0 ≤ D := by
  by_contra hD
  have hmin : IsLocalMin F 0 := Filter.Eventually.of_forall fun t => by
    show F 0 ≤ F t
    rw [hF0]
    exact hF t
  have h0 : F' 0 = 0 := hmin.hasDerivAt_eq_zero (h1 0)
  -- a negative second derivative makes the slope negative just to the right of the origin
  have hev := h2.tendsto_slope_zero_right.eventually_lt_const (not_le.mp hD)
  obtain ⟨u, hu, hsub⟩ := mem_nhdsGT_iff_exists_Ioo_subset.mp hev
  have hu' : (0 : ℝ) < u := hu
  obtain ⟨c, hc, hslope⟩ := exists_hasDerivAt_eq_slope F F' hu'
    (fun t _ => (h1 t).continuousAt.continuousWithinAt) (fun t _ => h1 t)
  have hneg : c⁻¹ • (F' (0 + c) - F' 0) < 0 := hsub hc
  rw [zero_add, h0, sub_zero, smul_eq_mul] at hneg
  have hpos : 0 ≤ F' c := by
    rw [hslope, hF0, sub_zero, sub_zero]
    exact div_nonneg (hF u) hu'.le
  exact absurd hneg (not_lt_of_ge (mul_nonneg (inv_nonneg.mpr hc.1.le) hpos))

/-- For `γ ≥ 0` the Gaussian force covariance is positive semidefinite: its double sum over
any finite family of configurations `x i` and vectors `c i` is nonnegative. -/
theorem forceCov_nonneg {γ : ℝ} (hγ : 0 ≤ γ) (x c : ι → EuclideanSpace ℝ (Fin d)) :
    0 ≤ ∑ i, ∑ j, forceCov γ (x i) (x j) (c i) (c j) := by
  choose D h1 _ h2 using energyCov_line (d := d) γ
  -- energy variance of the central difference between `x + t c` and `x - t c`
  let F : ℝ → ℝ := fun t => ∑ i, ∑ j,
    (energyCov γ (x i + t • c i) (x j + t • c j) +
      energyCov γ (x i + t • (-c i)) (x j + t • (-c j)) -
      energyCov γ (x i + t • c i) (x j + t • (-c j)) -
      energyCov γ (x i + t • (-c i)) (x j + t • c j))
  have hF : ∀ t, 0 ≤ F t := by
    intro t
    have h := energyCov_nonneg hγ
      (Sum.elim (fun i => x i + t • c i) (fun i => x i + t • (-c i)))
      (Sum.elim (fun _ : ι => (1 : ℝ)) (fun _ : ι => -1))
    simp only [Fintype.sum_sum_type, Sum.elim_inl, Sum.elim_inr, mul_one, one_mul, neg_mul,
      mul_neg, Finset.sum_add_distrib, Finset.sum_neg_distrib] at h
    simp only [F, Finset.sum_add_distrib, Finset.sum_sub_distrib]
    linarith
  have hF0 : F 0 = 0 := by
    simp only [F, zero_smul, add_zero, add_sub_cancel_right, sub_self, Finset.sum_const_zero]
  have key := second_derivative_nonneg hF hF0
    (fun t => HasDerivAt.fun_sum fun i _ => HasDerivAt.fun_sum fun j _ =>
      (((h1 (x i) (x j) (c i) (c j) t).fun_add (h1 (x i) (x j) (-c i) (-c j) t)).fun_sub
        (h1 (x i) (x j) (c i) (-c j) t)).fun_sub (h1 (x i) (x j) (-c i) (c j) t))
    (HasDerivAt.fun_sum fun i _ => HasDerivAt.fun_sum fun j _ =>
      (((h2 (x i) (x j) (c i) (c j)).fun_add (h2 (x i) (x j) (-c i) (-c j))).fun_sub
        (h2 (x i) (x j) (c i) (-c j))).fun_sub (h2 (x i) (x j) (-c i) (c j)))
  -- polarisation: only the cross terms between `a` and `b` survive
  have pol : ∀ a b r : EuclideanSpace ℝ (Fin d), ∀ K : ℝ,
      (γ ^ 2 * inner ℝ (a - b) r ^ 2 - γ * ‖a - b‖ ^ 2) * K +
      (γ ^ 2 * inner ℝ (-a - -b) r ^ 2 - γ * ‖-a - -b‖ ^ 2) * K -
      (γ ^ 2 * inner ℝ (a - -b) r ^ 2 - γ * ‖a - -b‖ ^ 2) * K -
      (γ ^ 2 * inner ℝ (-a - b) r ^ 2 - γ * ‖-a - b‖ ^ 2) * K =
      8 * ((γ * inner ℝ a b - γ ^ 2 * (inner ℝ a r * inner ℝ b r)) * K) := by
    intro a b r K
    simp only [← real_inner_self_eq_norm_sq, inner_sub_left, inner_sub_right,
      inner_neg_left, inner_neg_right, real_inner_comm a b]
    ring
  simp only [pol, ← Finset.mul_sum] at key
  simp only [forceCov]
  linarith

/-- At unit length scale, the double sum of `(⟨cᵢ, cⱼ⟩ - ⟨cᵢ, r⟩⟨cⱼ, r⟩) exp(-‖r‖²/2)` with
`r = xᵢ - xⱼ` is nonnegative. -/
theorem unit_length_force_sum_nonneg (x c : ι → EuclideanSpace ℝ (Fin d)) :
    0 ≤ ∑ i, ∑ j, (inner ℝ (c i) (c j) -
      inner ℝ (c i) (x i - x j) * inner ℝ (c j) (x i - x j)) *
        Real.exp (-‖x i - x j‖ ^ 2 / 2) := by
  have h := forceCov_nonneg zero_le_one x c
  simp only [forceCov, energyCov, one_mul, one_pow] at h
  exact h

/-- At unit length scale, the sum without the Gaussian factor can be negative: on a line, take the
points `0` and `2` with both vectors equal to `1`. -/
theorem prefactor_sum_neg :
    ∑ i : Fin 2, ∑ j : Fin 2,
      ((1 : ℝ) - ((![0, 2] : Fin 2 → ℝ) i - (![0, 2] : Fin 2 → ℝ) j) ^ 2) < 0 := by
  norm_num [Fin.sum_univ_two]

end

end GaussianForceCovariance
```

```lean
#print axioms GaussianForceCovariance.forceCov_eq_mixed_derivative
-- 'GaussianForceCovariance.forceCov_eq_mixed_derivative' depends on axioms: [propext, Classical.choice, Quot.sound]
#print axioms GaussianForceCovariance.forceCov_nonneg
-- 'GaussianForceCovariance.forceCov_nonneg' depends on axioms: [propext, Classical.choice, Quot.sound]
#print axioms GaussianForceCovariance.unit_length_force_sum_nonneg
-- 'GaussianForceCovariance.unit_length_force_sum_nonneg' depends on axioms: [propext, Classical.choice, Quot.sound]
#print axioms GaussianForceCovariance.prefactor_sum_neg
-- 'GaussianForceCovariance.prefactor_sum_neg' depends on axioms: [propext, Classical.choice, Quot.sound]
```

## How Lean carries out the limit and the differences

`polynomial_kernel_nonneg` is the induction on $n$. Its weights are quantified after `n`, so the induction hypothesis applies to the new weights $w^{(k)}$. The equation `e` absorbs a coordinate into the weights, and `hs` is the recursion for $P_{n+1}$.

`energyCov_nonneg` passes to the exponential with `Real.tendsto_one_add_div_pow_exp`; `ge_of_tendsto'` keeps the sign in the limit. The rescaling of the weights follows.

`energyCov_line` writes the kernel along a moving pair as the exponential of a quadratic in $t$ and differentiates it twice. `forceCov_eq_mixed_derivative` uses it twice, each time with one of the two configurations at rest.

`second_derivative_nonneg` is the closing contradiction: the limit of the slope of $F'$ supplies the interval, and `exists_hasDerivAt_eq_slope` is the mean value theorem.

`forceCov_nonneg` joins these parts. `Sum.elim` builds the doubled family of displaced points and its weights $\pm1$, which proves `hF`. The identity `pol` is the polarisation with its factor 8, and `linarith` removes that factor.
